# Second-order splitting of a degenerate level coupled to one excited state

In second-order degenerate perturbation theory, the effect of an excited configuration on a degenerate reference level is estimated by diagonalising an effective matrix within that level. For states at energy $0$, coupled with amplitudes $tv_i$ to a single state at $d>0$, this matrix has entries $-t^2v_i\bar v_j/d$, and its lowest eigenvalue is $-t^2W/d$ with $W=\sum_i|v_i|^2$. The problems below compare that number with the exact lowest eigenvalue of the full matrix. The effective matrix serves only as motivation and does not appear in the Lean code.

## The model and its levels

The basis is orthonormal and finite. The index type `ι` labels the degenerate states; in `Option ι`, `some i` is a degenerate state and `none` is the excited one.

```lean
import Mathlib

open Filter Topology ComplexConjugate

noncomputable section

namespace DegenerateSecondOrderSplitting

variable {ι : Type*} [Fintype ι]
```

An eigenvalue is a number with a nonzero eigenvector. The definition records no multiplicity.

```lean
/-- The number `μ` is an eigenvalue of the matrix `A`: some nonzero vector `x` has `A x = μ x`. -/
def IsEigenvalue {K n : Type*} [Field K] [Fintype n] (A : Matrix n n K) (μ : K) : Prop :=
  ∃ x : n → K, x ≠ 0 ∧ A.mulVec x = μ • x
```

The parameters $d$ and $t$ are real and the couplings $v_i$ are complex. The conjugate in the `none` row makes the matrix Hermitian. The degenerate states have no direct coupling to one another.

```lean
/-- Degenerate states `some i` at energy zero, coupled with amplitudes `t * v i` to one
excited state `none` at energy `d`. -/
def hamiltonian (d t : ℝ) (v : ι → ℂ) : Matrix (Option ι) (Option ι) ℂ :=
  Matrix.of fun a b => match a, b with
    | some _, some _ => 0
    | some i, none => (t : ℂ) * v i
    | none, some j => (t : ℂ) * conj (v j)
    | none, none => (d : ℂ)
```

For a state with components $x_i$ in the level, `overlap v x` is $\langle v,x\rangle=\sum_i\bar v_ix_i$. The vector $v$ is not normalised: for $v\neq0$, the overlap with the unit vector along $v$ is $\langle v,x\rangle/\sqrt W$.

```lean
/-- The overlap of the coupling vector `v` with a state `x` of the degenerate level. -/
def overlap (v x : ι → ℂ) : ℂ := ∑ i, conj (v i) * x i
```

The sum $W$ is called `strength v`.

```lean
/-- The total coupling strength, the sum of the squared moduli of the couplings. -/
def strength (v : ι → ℂ) : ℝ := ∑ i, ‖v i‖ ^ 2
```

With $s=\sqrt{d^2+4t^2W}$, the two shifted energies are $E_-=(d-s)/2$ and $E_+=(d+s)/2$.

```lean
/-- The energy `(d - √(d² + 4 t² W)) / 2`. -/
def lowerLevel (d W t : ℝ) : ℝ := (d - √(d ^ 2 + 4 * t ^ 2 * W)) / 2

/-- The energy `(d + √(d² + 4 t² W)) / 2`. -/
def upperLevel (d W t : ℝ) : ℝ := (d + √(d ^ 2 + 4 * t ^ 2 * W)) / 2
```

## (a) Overlap of the coupling vector with itself

**Task.** Show that $\langle v,v\rangle=W$.

Each term is $\bar v_iv_i=|v_i|^2$, and summing over $i$ gives $W$. The Lean proof makes the same termwise comparison.

```lean
/-- The overlap of the coupling vector with itself is the total coupling strength. -/
theorem overlap_self (v : ι → ℂ) : overlap v v = (strength v : ℂ) := by
  unfold overlap strength
  push_cast
  exact Finset.sum_congr rfl fun i _ => Complex.conj_mul' (v i)
```

## (b) The eigenvalue equation in components

**Task.** Write $Hx=\mu x$ as separate equations for the degenerate states and the excited state.

Let $c$ be the excited amplitude, `x none` in Lean. Reading off the rows gives

$$tv_ic=\mu x_i\quad\text{for every }i,\qquad dc+t\langle v,x\rangle=\mu c.$$

In the proof, `h1` and `h2` compute the two kinds of row. The equivalence then follows by comparing components.

```lean
/-- The eigenvalue equation in components: one equation for each degenerate state and one
for the excited state. -/
theorem eigen_equations (d t : ℝ) (v : ι → ℂ) (μ : ℂ) (x : Option ι → ℂ) :
    (hamiltonian d t v).mulVec x = μ • x ↔
      (∀ i, (t : ℂ) * v i * x none = μ * x (some i)) ∧
        (d : ℂ) * x none + t * overlap v (fun i => x (some i)) = μ * x none := by
  have h1 : ∀ i, (hamiltonian d t v).mulVec x (some i) = (t : ℂ) * v i * x none := by
    intro i
    simp [Matrix.mulVec, dotProduct, Fintype.sum_option, hamiltonian]
  have h2 : (hamiltonian d t v).mulVec x none
      = (d : ℂ) * x none + t * overlap v (fun i => x (some i)) := by
    simp [Matrix.mulVec, dotProduct, Fintype.sum_option, hamiltonian, overlap,
      Finset.mul_sum, mul_assoc]
  constructor
  · intro h
    exact ⟨fun i => (h1 i).symm.trans (congrFun h (some i)), h2.symm.trans (congrFun h none)⟩
  · rintro ⟨ha, hb⟩
    funext a
    cases a with
    | none => exact h2.trans hb
    | some i => exact (h1 i).trans (ha i)
```

## (c) The secular polynomial

**Task.** For $W\ge0$, factor $\mu^2-d\mu-t^2W$.

The proposed roots satisfy $E_-+E_+=d$ and

$$E_-E_+=\frac{d^2-s^2}{4}=-t^2W.$$

Hence the polynomial is $(\mu-E_-)(\mu-E_+)$. Lean uses the same identity for $s^2$, which needs a nonnegative radicand, and finishes with `linear_combination`.

```lean
/-- For `W ≥ 0`, the secular polynomial `μ² - d μ - t² W` has the lower and the upper level as its
roots. -/
theorem secular_factor (d t : ℝ) {W : ℝ} (hW : 0 ≤ W) (μ : ℂ) :
    μ ^ 2 - d * μ - (t : ℂ) ^ 2 * W
      = (μ - (lowerLevel d W t : ℂ)) * (μ - (upperLevel d W t : ℂ)) := by
  have hs : √(d ^ 2 + 4 * t ^ 2 * W) ^ 2 = d ^ 2 + 4 * t ^ 2 * W :=
    Real.sq_sqrt (by positivity)
  unfold lowerLevel upperLevel
  generalize √(d ^ 2 + 4 * t ^ 2 * W) = s at hs ⊢
  have hs' : (s : ℂ) ^ 2 = (d : ℂ) ^ 2 + 4 * (t : ℂ) ^ 2 * W := by exact_mod_cast hs
  push_cast
  linear_combination hs' / 4
```

## (d) A state that does not couple

**Task.** Show that a level with at least two states contains a nonzero $y$ with $\langle v,y\rangle=0$.

Choose distinct $i,j$, and let $e_i,e_j$ be the corresponding basis vectors. If $v_i=0$, take $y=e_i$. Otherwise take $y=\bar v_ie_j-\bar v_je_i$, whose overlap is $\bar v_j\bar v_i-\bar v_i\bar v_j=0$. Its $j$ component is nonzero, and dividing by $\sqrt{|v_i|^2+|v_j|^2}$ normalises it.

The hypothesis `Nontrivial ι` supplies the two distinct states, and `Pi.single` builds the basis vectors.

```lean
/-- A degenerate level with at least two states contains a nonzero state that has no overlap
with the coupling vector. -/
theorem exists_uncoupled_state [Nontrivial ι] (v : ι → ℂ) :
    ∃ y : ι → ℂ, y ≠ 0 ∧ overlap v y = 0 := by
  classical
  obtain ⟨i, j, hij⟩ := exists_pair_ne ι
  by_cases hi : v i = 0
  · exact ⟨Pi.single i 1, by simp, by simp [overlap, Pi.single_apply, hi]⟩
  · refine ⟨Pi.single j (conj (v i)) - Pi.single i (conj (v j)), ?_, ?_⟩
    · intro h
      have := congrFun h j
      simp [hij.symm, hi] at this
    · simp [overlap, mul_sub, Finset.sum_sub_distrib, Pi.single_apply]
      ring
```

## (e) The complete set of eigenvalues

**Task.** With at least two degenerate states, show that the eigenvalues are exactly $0$, $E_-$ and $E_+$.

Suppose first that $\mu\neq0$ is an eigenvalue. If $c=0$, the first equations in (b) give every $x_i=0$, which contradicts $x\neq0$. So $c\neq0$. Multiplying those equations by $\bar v_i$ and summing gives $\mu\langle v,x\rangle=tcW$. Multiplying the excited-state equation by $\mu$ and substituting gives

$$c(\mu^2-d\mu-t^2W)=0,$$

so $\mu$ is $E_-$ or $E_+$ by (c).

Conversely, the state $y$ from (d), with $c=0$, has eigenvalue $0$. For a nonzero root $\mu$, take $x_i=tv_i$ and $c=\mu$. The first equations hold at once, and the last reads $d\mu+t^2W=\mu^2$. The norm of this eigenvector is $\sqrt{\mu^2+t^2W}$, by which it can be divided.

In Lean, `hc` excludes a vanishing excited amplitude, `ho` is the summed equation and `hq` is the secular equation. Splitting the converse on $\mu=0$ also covers zero coupling, where levels may coincide.

```lean
/-- With at least two degenerate states, the eigenvalues of the Hamiltonian are exactly zero, the
lower level and the upper level. -/
theorem eigenvalue_iff [Nontrivial ι] (d t : ℝ) (v : ι → ℂ) (μ : ℂ) :
    IsEigenvalue (hamiltonian d t v) μ ↔
      μ = 0 ∨ μ = (lowerLevel d (strength v) t : ℂ) ∨ μ = (upperLevel d (strength v) t : ℂ) := by
  have hf := secular_factor d t (W := strength v)
    (Finset.sum_nonneg fun i _ => sq_nonneg ‖v i‖) μ
  constructor
  · rintro ⟨x, hx, h⟩
    obtain ⟨h1, h2⟩ := (eigen_equations d t v μ x).1 h
    by_cases hμ : μ = 0
    · exact Or.inl hμ
    right
    -- away from zero energy the excited state must take part
    have hc : x none ≠ 0 := by
      intro hc
      apply hx
      funext a
      cases a with
      | none => exact hc
      | some i =>
        have h3 := h1 i
        rw [hc, mul_zero] at h3
        exact (mul_eq_zero.1 h3.symm).resolve_left hμ
    -- eliminate the amplitudes of the degenerate states
    have ho : μ * overlap v (fun i => x (some i)) = t * x none * (strength v : ℂ) := by
      rw [← overlap_self]
      simp only [overlap, Finset.mul_sum]
      refine Finset.sum_congr rfl fun i _ => ?_
      linear_combination (-(conj (v i))) * h1 i
    have hq : x none * (μ ^ 2 - d * μ - (t : ℂ) ^ 2 * (strength v : ℂ)) = 0 := by
      linear_combination (-μ) * h2 + (t : ℂ) * ho
    rw [hf] at hq
    exact (mul_eq_zero.1 ((mul_eq_zero.1 hq).resolve_left hc)).imp sub_eq_zero.1 sub_eq_zero.1
  · intro h
    by_cases hμ : μ = 0
    · -- the uncoupled state stays at zero energy
      obtain ⟨y, hy, hyo⟩ := exists_uncoupled_state v
      refine ⟨fun a => a.elim 0 y, fun h0 => hy (funext fun i => congrFun h0 (some i)),
        (eigen_equations d t v μ _).2 ⟨fun i => by simp [hμ], by simp [hμ, hyo]⟩⟩
    · have hq : μ ^ 2 - d * μ - (t : ℂ) ^ 2 * (strength v : ℂ) = 0 := by
        rw [hf]
        rcases h with h | h | h
        · exact absurd h hμ
        · rw [sub_eq_zero.2 h, zero_mul]
        · rw [sub_eq_zero.2 h, mul_zero]
      have ho : overlap v (fun i => (t : ℂ) * v i) = t * (strength v : ℂ) := by
        rw [← overlap_self]
        simp only [overlap, Finset.mul_sum]
        exact Finset.sum_congr rfl fun i _ => by ring
      refine ⟨fun a => a.elim μ (fun i => (t : ℂ) * v i), fun h0 => hμ (congrFun h0 none),
        (eigen_equations d t v μ _).2 ⟨fun i => ?_, ?_⟩⟩
      · show (t : ℂ) * v i * μ = μ * ((t : ℂ) * v i)
        ring
      · show (d : ℂ) * μ + t * overlap v (fun i => (t : ℂ) * v i) = μ * μ
        rw [ho]
        linear_combination -hq
```

## (f) The lowest level

**Task.** For $W>0$ and $t\neq0$, show that $E_-$ is negative and the least of the three levels.

Since $s^2=d^2+4t^2W>d^2$, we have $s>d$, hence $E_-<0$. Also $E_+-E_-=s\ge0$. The proof checks these comparisons one level at a time; the sign of $d$ plays no part.

```lean
/-- For nonzero coupling the lower level is negative, and it is the least of the three levels. -/
theorem lowerLevel_neg_isLeast (d : ℝ) {W t : ℝ} (hW : 0 < W) (ht : t ≠ 0) :
    lowerLevel d W t < 0 ∧
      IsLeast ({0, lowerLevel d W t, upperLevel d W t} : Set ℝ) (lowerLevel d W t) := by
  have hp : 0 < t ^ 2 * W := by positivity
  have h1 : d < √(d ^ 2 + 4 * t ^ 2 * W) := Real.lt_sqrt_of_sq_lt (by nlinarith)
  have h2 := Real.sqrt_nonneg (d ^ 2 + 4 * t ^ 2 * W)
  have hneg : lowerLevel d W t < 0 := by unfold lowerLevel; linarith
  refine ⟨hneg, by simp, ?_⟩
  rintro μ (rfl | rfl | rfl)
  · exact hneg.le
  · exact le_rfl
  · unfold lowerLevel upperLevel; linarith
```

## (g) The second-order coefficient

**Task.** For $d>0$ and $W\ge0$, find the limit of $E_-/t^2$ as nonzero $t$ tends to $0$.

Multiplying numerator and denominator by $d+s$ gives

$$\frac{E_-}{t^2}=\frac{d^2-s^2}{2t^2(d+s)}=-\frac{2W}{d+s}.$$

As $t\to0$, $s\to d$, so the limit is $-W/d$. Positivity of $d$ is the gap condition: the excited state lies above the level, and $d+s$ stays away from zero.

Lean proves continuity of the right-hand expression at $0$, then identifies it with the original quotient for $t\neq0$. The filter `𝓝[≠] 0` expresses the approach through nonzero values.

```lean
/-- For `d > 0` and `W ≥ 0`, the lower level divided by `t²` tends to `-W / d` as nonzero `t` tends
to zero. -/
theorem lowerLevel_tendsto {d W : ℝ} (hd : 0 < d) (hW : 0 ≤ W) :
    Tendsto (fun t : ℝ => lowerLevel d W t / t ^ 2) (𝓝[≠] 0) (𝓝 (-W / d)) := by
  have hden : ∀ t : ℝ, d + √(d ^ 2 + 4 * t ^ 2 * W) ≠ 0 := fun t => by positivity
  have hc : ContinuousAt (fun t : ℝ => -(2 * W) / (d + √(d ^ 2 + 4 * t ^ 2 * W))) 0 :=
    ContinuousAt.div (by fun_prop) (by fun_prop) (hden 0)
  have hv : -(2 * W) / (d + √(d ^ 2 + 4 * (0 : ℝ) ^ 2 * W)) = -W / d := by
    rw [show d ^ 2 + 4 * (0 : ℝ) ^ 2 * W = d ^ 2 by ring, Real.sqrt_sq hd.le,
      div_eq_div_iff (by positivity) hd.ne']
    ring
  rw [← hv]
  refine (hc.tendsto.mono_left nhdsWithin_le_nhds).congr' ?_
  filter_upwards [self_mem_nhdsWithin] with t ht
  have ht' : t ≠ 0 := ht
  -- rationalise the difference of `d` and the square root
  have hs : √(d ^ 2 + 4 * t ^ 2 * W) ^ 2 = d ^ 2 + 4 * t ^ 2 * W :=
    Real.sq_sqrt (by positivity)
  unfold lowerLevel
  rw [div_eq_div_iff (hden t) (pow_ne_zero 2 ht')]
  linear_combination hs / 2
```

## (h) Splitting for any finite degeneracy above one

**Task.** For $d>0$, $v\neq0$ and at least two degenerate states, combine the results.

Some $v_i$ is nonzero, so $W>0$. For every $t\neq0$, (e) keeps $0$ as an eigenvalue, and (f) makes $E_-<0$ the lowest one. Part (g) supplies the limit $-W/d$. In Lean, `hset` turns the eigenvalue criterion into a set of three real numbers, to which `IsLeast` applies.

For a configuration-interaction matrix of this form, with one excited state and exact degeneracy, the limit confirms the second-order estimate of the lowest energy. It gives no error bound at finite $t$.

```lean
/-- Let `d > 0` and `v ≠ 0`, with at least two degenerate states. For `t ≠ 0`, zero is an eigenvalue
and the lowest eigenvalue is the lower level, which is negative. As nonzero `t` tends to zero, the
lower level divided by `t²` tends to `-(∑ |v i|²) / d`. -/
theorem second_order_splitting [Nontrivial ι] {d : ℝ} (hd : 0 < d) {v : ι → ℂ} (hv : v ≠ 0) :
    (∀ t : ℝ, t ≠ 0 → IsEigenvalue (hamiltonian d t v) 0 ∧
      IsLeast {μ : ℝ | IsEigenvalue (hamiltonian d t v) (μ : ℂ)} (lowerLevel d (strength v) t) ∧
      lowerLevel d (strength v) t < 0) ∧
    Tendsto (fun t : ℝ => lowerLevel d (strength v) t / t ^ 2) (𝓝[≠] 0)
      (𝓝 (-strength v / d)) := by
  obtain ⟨i, hi⟩ := Function.ne_iff.1 hv
  have hW : 0 < strength v := Finset.sum_pos' (fun j _ => sq_nonneg ‖v j‖)
    ⟨i, Finset.mem_univ i, pow_pos (norm_pos_iff.2 hi) 2⟩
  refine ⟨fun t ht => ?_, lowerLevel_tendsto hd hW.le⟩
  obtain ⟨hneg, hl⟩ := lowerLevel_neg_isLeast d hW ht
  have hset : {μ : ℝ | IsEigenvalue (hamiltonian d t v) (μ : ℂ)}
      = {0, lowerLevel d (strength v) t, upperLevel d (strength v) t} := by
    ext μ
    simp only [Set.mem_ofPred_eq, Set.mem_insert_iff, Set.mem_singleton_iff]
    exact_mod_cast eigenvalue_iff d t v (μ : ℂ)
  exact ⟨(eigenvalue_iff d t v 0).2 (Or.inl rfl), hset ▸ hl, hneg⟩
```

## (i) The real three-state matrix

**Task.** Let $d>0$ and let the real numbers $v,w$ be not both zero. Find the lowest eigenvalue for $t\neq0$, and its second-order coefficient, for

$$A=\begin{pmatrix}0&0&tv\\0&0&tw\\tv&tw&d\end{pmatrix}.$$

Here $v$ and $w$ are single couplings, and $W=v^2+w^2>0$. Expanding the determinant gives

$$\det(A-\mu I)=-\mu\bigl(\mu^2-d\mu-t^2(v^2+w^2)\bigr).$$

The eigenvalues are therefore $0$, $E_-$ and $E_+$. By (f) the lowest is

$$E_-=\frac{d-\sqrt{d^2+4t^2(v^2+w^2)}}2,$$

and by (g) $E_-/t^2\to-(v^2+w^2)/d$.

Lean works over the real numbers here, so the eigenvectors are real too. The step `hdet` computes the determinant, and `hiff` links its vanishing to a nonzero eigenvector.

```lean
/-- Two degenerate states have real couplings `t v` and `t w` to a state at `d > 0`, with `v` and
`w` not both zero. For `t ≠ 0`, zero is an eigenvalue and the lower level is the lowest one. As
nonzero `t` tends to zero, the lower level divided by `t²` tends to `-(v² + w²) / d`. -/
theorem three_state_splitting {d v w : ℝ} (hd : 0 < d) (hvw : v ≠ 0 ∨ w ≠ 0) :
    (∀ t : ℝ, t ≠ 0 →
      IsEigenvalue !![0, 0, t * v; 0, 0, t * w; t * v, t * w, d] 0 ∧
      IsLeast {μ : ℝ | IsEigenvalue !![0, 0, t * v; 0, 0, t * w; t * v, t * w, d] μ}
        ((d - √(d ^ 2 + 4 * t ^ 2 * (v ^ 2 + w ^ 2))) / 2)) ∧
    Tendsto (fun t : ℝ => (d - √(d ^ 2 + 4 * t ^ 2 * (v ^ 2 + w ^ 2))) / 2 / t ^ 2) (𝓝[≠] 0)
      (𝓝 (-(v ^ 2 + w ^ 2) / d)) := by
  have hW : 0 < v ^ 2 + w ^ 2 := by
    rcases hvw with h | h <;> positivity
  refine ⟨fun t ht => ?_, lowerLevel_tendsto hd hW.le⟩
  have key : ∀ μ : ℝ, IsEigenvalue !![0, 0, t * v; 0, 0, t * w; t * v, t * w, d] μ ↔
      μ = 0 ∨ μ = lowerLevel d (v ^ 2 + w ^ 2) t ∨ μ = upperLevel d (v ^ 2 + w ^ 2) t := by
    intro μ
    have hf : μ ^ 2 - d * μ - t ^ 2 * (v ^ 2 + w ^ 2)
        = (μ - lowerLevel d (v ^ 2 + w ^ 2) t) * (μ - upperLevel d (v ^ 2 + w ^ 2) t) := by
      exact_mod_cast secular_factor d t hW.le (μ : ℂ)
    -- the secular determinant
    have hdet : (!![0, 0, t * v; 0, 0, t * w; t * v, t * w, d]
        - μ • (1 : Matrix (Fin 3) (Fin 3) ℝ)).det
        = -(μ * (μ ^ 2 - d * μ - t ^ 2 * (v ^ 2 + w ^ 2))) := by
      rw [Matrix.det_fin_three]
      simp
      ring
    have hiff : IsEigenvalue !![0, 0, t * v; 0, 0, t * w; t * v, t * w, d] μ ↔
        (!![0, 0, t * v; 0, 0, t * w; t * v, t * w, d]
          - μ • (1 : Matrix (Fin 3) (Fin 3) ℝ)).det = 0 := by
      rw [← Matrix.exists_mulVec_eq_zero_iff]
      simp only [IsEigenvalue, Matrix.sub_mulVec, Matrix.smul_mulVec, Matrix.one_mulVec,
        sub_eq_zero]
    rw [hiff, hdet, hf]
    simp only [neg_eq_zero, mul_eq_zero, sub_eq_zero]
  have hset : {μ : ℝ | IsEigenvalue !![0, 0, t * v; 0, 0, t * w; t * v, t * w, d] μ}
      = {0, lowerLevel d (v ^ 2 + w ^ 2) t, upperLevel d (v ^ 2 + w ^ 2) t} :=
    Set.ext key
  refine ⟨(key 0).2 (Or.inl rfl), ?_⟩
  rw [hset]
  exact (lowerLevel_neg_isLeast d hW ht).2

end DegenerateSecondOrderSplitting
```

```lean
#print axioms DegenerateSecondOrderSplitting.second_order_splitting
#print axioms DegenerateSecondOrderSplitting.three_state_splitting
```

```
'DegenerateSecondOrderSplitting.second_order_splitting' depends on axioms: [propext, Classical.choice, Quot.sound]
'DegenerateSecondOrderSplitting.three_state_splitting' depends on axioms: [propext, Classical.choice, Quot.sound]
```
